# A Padé enhancement factor P(s)/Q(s) with Q > 0 on s ≥ 0 is bounded there exactly when deg P ≤ deg Q

## The reduced gradient and the Padé form

For a spin-unpolarised electron density n, the reduced density gradient is

s = |∇n| / (2 k_F n), with k_F = (3π²n)^(1/3).

It is dimensionless and never negative. A generalised gradient approximation (GGA) writes the exchange energy as

E_x = ∫ n ε_x(n) F(s) d³r,

where ε_x(n) is the exchange energy per electron of the uniform gas of density n, and F is the enhancement factor. The Padé form is

F(s) = P(s)/Q(s),

with real polynomials P and Q. "Bounded" means that a single constant B satisfies |F(s)| ≤ B for every s ≥ 0. The degree of the zero polynomial counts as lower than every integer, so P = 0 is allowed.

The denominator is assumed positive at every s ≥ 0. Physically, the factor has no pole at any gradient that a density can produce. The sign itself is a convention, since P and Q can both be multiplied by −1.

## What the degrees decide for a GGA

For exchange factors that are rational in s, comparing two degrees settles whether any finite bound exists. The PBE exchange factor is of this type, with numerator and denominator both of degree two. A local form of the Lieb–Oxford bound sets a specific upper limit on F. Whether a bounded factor respects that limit depends on the coefficients of P and Q, not on their degrees alone.

The product √s F(s) matters when a density is compressed by a factor λ along one axis. The integral of n^(4/3) then grows as λ^(1/3), while s grows as λ^(2/3) wherever the density varies along that axis. A decay of F as s^(−1/2) compensates the growth. For the same class of Padé factors, √s F(s) is bounded exactly when deg P < deg Q. Since degrees are integers, such a factor decays at least as fast as 1/s, and never exactly as s^(−1/2).

## From the large-gradient limit to a bound

Let m = deg Q, and let p_k and q_k be the coefficients of s^k in P and Q. Since Q(0) > 0, Q is not the zero polynomial and q_m ≠ 0.

Suppose deg P ≤ m. For s > 0, divide numerator and denominator by s^m:

F(s) = (p_m + p_(m−1)/s + … + p_0/s^m) / (q_m + q_(m−1)/s + … + q_0/s^m).

As s → ∞ this tends to

L = p_m/q_m,

which is zero if deg P < m. Hence there is an R ≥ 0 with |F(s)| < |L| + 1 for all s ≥ R. On the interval [0, R] the factor is continuous, because Q has no zero there, so |F| is bounded on it by some B. Together,

|F(s)| ≤ max(B, |L| + 1) for all s ≥ 0.

Now suppose deg P = k > m. Then

F(s) = s^(k−m) · (p_k + … + p_0/s^k) / (q_m + … + q_0/s^m).

The fraction tends to p_k/q_m ≠ 0 and the power of s diverges, so |F(s)| → ∞ and no bound exists.

## The factor √s, polynomial factors and a pole at zero

Put G(s) = √s F(s). Its square is again a Padé factor with a positive denominator:

G(s)² = s P(s)²/Q(s)².

By the result above, G² is bounded exactly when 1 + 2 deg P ≤ 2 deg Q. For integers this means deg P < deg Q; if P = 0, both conditions hold. It remains to pass between G² and G. If |G| ≤ B, then G² ≤ B². Conversely, (|G| − 1)² ≥ 0 gives

|G| ≤ (G² + 1)/2 ≤ G² + 1,

so G² ≤ B implies |G| ≤ B + 1.

With Q = 1 the criterion reads deg P ≤ 0. A polynomial factor is therefore bounded on s ≥ 0 only if it is constant. The gradient expansion of exchange truncated at second order, 1 + μs² with μ > 0, is an unbounded example. At fourth order the expansion also contains the Laplacian of the density, so it is no longer a function of s alone.

Positivity for s > 0 alone is too weak. The factor 1/s has deg P = 0 and deg Q = 1, yet at s = 1/(|B| + 1) it equals |B| + 1, which exceeds any proposed bound B.

## A factor whose maximum lies above its limit

Take P(s) = 1 + 2s + s² and Q(s) = 1 + s². Then

F(s) = 1 + 2s/(1 + s²).

This factor is chosen for its simple arithmetic and is not a realistic exchange factor: it is linear in s near s = 0, whereas the first correction in the gradient expansion of exchange is of order s². Both degrees are two and the limit is L = 1. The values are F(0) = 1, F(1) = 2 and F(2) = 1.8. The maximum is 2, at s = 1, so the limit alone is not a bound. With R = 2, the factor is at most 2 on [0, 2] and below |L| + 1 = 2 beyond, and the construction gives the bound 2.

Adding s³ to the numerator breaks the degree condition. The new factor is 1121/101 ≈ 11.1 at s = 10 and about 101 at s = 100.

## The statement in Lean

`padeFactor P Q s` is the quotient of the two polynomial values at s; the type `ℝ[X]` holds polynomials with real coefficients. `BoundedOnGradients F` says that one real B bounds |F(s)| for all s ≥ 0. The hypothesis `hQ` is the positivity of Q on that half-line, including s = 0.

The main theorem, `padeFactor_bounded_iff`, states that under `hQ` boundedness is equivalent to `P.degree ≤ Q.degree`. Here `degree` takes the value `⊥` for the zero polynomial, which is the convention adopted above. The other theorems cover the large-gradient limit, the product with √s, the polynomial case and the example 1/s, the last stated on s > 0.

The variable s is simply a real number. The density, the energy integral and spin polarisation do not enter, and no theorem computes the best bound for a given P and Q.

```lean
import Mathlib

open Polynomial Filter Topology Set

namespace PadeEnhancementFactor

noncomputable section

/-- The Padé enhancement factor `P(s)/Q(s)` as a function of the reduced density gradient `s`,
meant for those `s` at which `Q(s)` is not zero. -/
def padeFactor (P Q : ℝ[X]) (s : ℝ) : ℝ := P.eval s / Q.eval s

/-- A function of the reduced gradient is bounded in absolute value on all `s ≥ 0`. -/
def BoundedOnGradients (F : ℝ → ℝ) : Prop := ∃ B : ℝ, ∀ s : ℝ, 0 ≤ s → |F s| ≤ B

/-- An enhancement factor that is continuous on `s ≥ 0` and has a finite limit at large
gradient is bounded on `s ≥ 0`. -/
theorem bounded_of_continuous_of_limit {F : ℝ → ℝ} {L : ℝ}
    (hF : ContinuousOn F (Ici 0)) (hL : Tendsto F atTop (𝓝 L)) :
    BoundedOnGradients F := by
  -- beyond some gradient `R` the absolute value of the factor is below `|L| + 1`
  obtain ⟨R, hR⟩ := eventually_atTop.1 (hL.abs.eventually_lt_const (lt_add_one |L|))
  -- on the compact interval `[0, R]` continuity gives a bound
  obtain ⟨B, hB⟩ := (isCompact_Icc (a := (0 : ℝ)) (b := R)).exists_bound_of_continuousOn
    (hF.mono Icc_subset_Ici_self)
  refine ⟨max B (|L| + 1), fun s hs => ?_⟩
  rcases le_total s R with h | h
  · exact le_trans (hB s ⟨hs, h⟩) (le_max_left _ _)
  · exact le_trans (hR s h).le (le_max_right _ _)

/-- If `Q` is not zero and the degree of `P` is at most that of `Q`, the Padé factor tends at
large gradient to the ratio of the coefficients of order `deg Q` in `P` and `Q`. -/
theorem padeFactor_large_gradient {P Q : ℝ[X]} (hQ : Q ≠ 0) (h : P.degree ≤ Q.degree) :
    Tendsto (padeFactor P Q) atTop (𝓝 (P.coeff Q.natDegree / Q.leadingCoeff)) := by
  rcases lt_or_eq_of_le h with hlt | heq
  · have hc : P.coeff Q.natDegree = 0 := by
      apply coeff_eq_zero_of_degree_lt
      rwa [← degree_eq_natDegree hQ]
    rw [hc, zero_div]
    exact Polynomial.div_tendsto_atTop_zero_of_degree_lt P Q hlt
  · have hc : P.coeff Q.natDegree = P.leadingCoeff := by
      rw [← natDegree_eq_of_degree_eq heq]
      rfl
    rw [hc]
    exact Polynomial.div_tendsto_atTop_leadingCoeff_div_of_degree_eq P Q heq

/-- For a denominator that is positive on `s ≥ 0`, the Padé enhancement factor `P(s)/Q(s)` is
bounded on `s ≥ 0` if and only if the degree of `P` is at most the degree of `Q`. -/
theorem padeFactor_bounded_iff {P Q : ℝ[X]} (hQ : ∀ s : ℝ, 0 ≤ s → 0 < Q.eval s) :
    BoundedOnGradients (padeFactor P Q) ↔ P.degree ≤ Q.degree := by
  have hQ0 : Q ≠ 0 := by
    intro h0
    have h1 := hQ 0 le_rfl
    rw [h0, eval_zero] at h1
    exact lt_irrefl _ h1
  constructor
  · rintro ⟨B, hB⟩
    by_contra hdeg
    -- a numerator of higher degree makes the factor diverge
    have hlim := Polynomial.abs_div_tendsto_atTop_atTop_of_degree_gt P Q (not_le.1 hdeg) hQ0
    obtain ⟨s, hs, hs0⟩ :=
      ((hlim.eventually_gt_atTop B).and (eventually_ge_atTop (0 : ℝ))).exists
    exact not_lt_of_ge (hB s hs0) hs
  · intro hdeg
    have hcont : ContinuousOn (padeFactor P Q) (Ici 0) :=
      P.continuous.continuousOn.div Q.continuous.continuousOn (fun s hs => (hQ s hs).ne')
    exact bounded_of_continuous_of_limit hcont (padeFactor_large_gradient hQ0 hdeg)

/-- For a denominator that is positive on `s ≥ 0`, the product `√s P(s)/Q(s)` is bounded on
`s ≥ 0` if and only if the degree of `P` is strictly less than the degree of `Q`. -/
theorem sqrt_mul_padeFactor_bounded_iff {P Q : ℝ[X]}
    (hQ : ∀ s : ℝ, 0 ≤ s → 0 < Q.eval s) :
    BoundedOnGradients (fun s => √s * padeFactor P Q s) ↔ P.degree < Q.degree := by
  have hQ0 : Q ≠ 0 := by
    intro h0
    have h1 := hQ 0 le_rfl
    rw [h0, eval_zero] at h1
    exact lt_irrefl _ h1
  -- the square of `√s P/Q` is again a Padé factor, `s P² / Q²`
  have hsq : ∀ s : ℝ, 0 ≤ s →
      padeFactor (X * P ^ 2) (Q ^ 2) s = (√s * padeFactor P Q s) ^ 2 := by
    intro s hs
    simp only [padeFactor, eval_mul, eval_X, eval_pow]
    rw [mul_pow, Real.sq_sqrt hs, div_pow, mul_div_assoc]
  have hmain : BoundedOnGradients (padeFactor (X * P ^ 2) (Q ^ 2)) ↔
      (X * P ^ 2).degree ≤ (Q ^ 2).degree := by
    apply padeFactor_bounded_iff
    intro s hs
    rw [eval_pow]
    exact pow_pos (hQ s hs) 2
  -- the degree condition `1 + 2 deg P ≤ 2 deg Q` means `deg P < deg Q`
  have hdeg : (X * P ^ 2).degree ≤ (Q ^ 2).degree ↔ P.degree < Q.degree := by
    by_cases hP : P = 0
    · simp [hP, bot_lt_iff_ne_bot, hQ0]
    · rw [degree_eq_natDegree (mul_ne_zero X_ne_zero (pow_ne_zero 2 hP)),
        degree_eq_natDegree (pow_ne_zero 2 hQ0), degree_eq_natDegree hP,
        degree_eq_natDegree hQ0, Nat.cast_le, Nat.cast_lt,
        natDegree_mul X_ne_zero (pow_ne_zero 2 hP), natDegree_X, natDegree_pow,
        natDegree_pow]
      omega
  rw [← hdeg, ← hmain]
  constructor
  · rintro ⟨B, hB⟩
    refine ⟨B ^ 2, fun s hs => ?_⟩
    rw [hsq s hs, abs_pow]
    exact pow_le_pow_left₀ (abs_nonneg _) (hB s hs) 2
  · rintro ⟨B, hB⟩
    refine ⟨B + 1, fun s hs => ?_⟩
    have h := hB s hs
    rw [hsq s hs, abs_pow] at h
    change |√s * padeFactor P Q s| ≤ B + 1
    nlinarith [sq_nonneg (|√s * padeFactor P Q s| - 1),
      sq_nonneg |√s * padeFactor P Q s|]

/-- A polynomial enhancement factor, such as a truncated gradient expansion, is bounded on
`s ≥ 0` if and only if it is constant. -/
theorem polynomial_factor_bounded_iff (P : ℝ[X]) :
    BoundedOnGradients (fun s => P.eval s) ↔ ∃ c : ℝ, P = C c := by
  have h := padeFactor_bounded_iff (P := P) (Q := 1) (fun s _ => by simp)
  have hF : padeFactor P 1 = fun s => P.eval s := by
    funext s
    simp [padeFactor]
  rw [hF, degree_one] at h
  rw [h]
  constructor
  · intro hd
    exact ⟨P.coeff 0, eq_C_of_degree_le_zero hd⟩
  · rintro ⟨c, rfl⟩
    exact degree_C_le

/-- A denominator positive only for `s > 0` does not suffice: the factor `1/s` meets the degree
condition but is unbounded on `s > 0`. -/
theorem positivity_at_zero_needed :
    (1 : ℝ[X]).degree ≤ (X : ℝ[X]).degree ∧
      ¬ ∃ B : ℝ, ∀ s : ℝ, 0 < s → |padeFactor 1 X s| ≤ B := by
  constructor
  · rw [degree_one, degree_X]
    exact zero_le_one
  · rintro ⟨B, hB⟩
    -- at `s = 1/(|B| + 1)` the factor equals `|B| + 1`
    have hpos : 0 < |B| + 1 := by positivity
    have h := hB (|B| + 1)⁻¹ (inv_pos.2 hpos)
    simp only [padeFactor, eval_one, eval_X, one_div, inv_inv] at h
    rw [abs_of_pos hpos] at h
    linarith [le_abs_self B]

end

end PadeEnhancementFactor
```

```lean
#print axioms PadeEnhancementFactor.padeFactor_bounded_iff
-- 'PadeEnhancementFactor.padeFactor_bounded_iff' depends on axioms: [propext, Classical.choice, Quot.sound]
#print axioms PadeEnhancementFactor.sqrt_mul_padeFactor_bounded_iff
-- 'PadeEnhancementFactor.sqrt_mul_padeFactor_bounded_iff' depends on axioms: [propext, Classical.choice, Quot.sound]
#print axioms PadeEnhancementFactor.polynomial_factor_bounded_iff
-- 'PadeEnhancementFactor.polynomial_factor_bounded_iff' depends on axioms: [propext, Classical.choice, Quot.sound]
#print axioms PadeEnhancementFactor.positivity_at_zero_needed
-- 'PadeEnhancementFactor.positivity_at_zero_needed' depends on axioms: [propext, Classical.choice, Quot.sound]
```

## How the lemmas divide the work

`bounded_of_continuous_of_limit` is the argument with the interval and the tail. It holds for any factor that is continuous on s ≥ 0 and has a finite limit. The compactness of `[0, R]` supplies B, and the case split `le_total s R` selects which of the two bounds applies.

`padeFactor_large_gradient` finds the limit. It treats deg P < deg Q and deg P = deg Q separately, because Mathlib has one limit theorem for each. In the first case the coefficient of order deg Q in P is zero; in the second it is the leading coefficient of P. One formula, p_m/q_m, therefore serves both.

`padeFactor_bounded_iff` combines these two lemmas for one direction and uses the divergence of |F| for the other. In `sqrt_mul_padeFactor_bounded_iff`, `hsq` is the identity for G², `hmain` applies the main theorem to it, and `hdeg` translates the degree condition. For nonzero P the degrees become natural numbers, and `omega` settles the integer inequality. The final `nlinarith` derives |G| ≤ B + 1 from G² ≤ B and the nonnegativity of the squares given to it.

## Limits as statements about all large s

The main proof turns on Mathlib's filter `atTop`, which expresses "for all sufficiently large s". A property holds eventually along `atTop` if there is a threshold beyond which it always holds. Both directions of the equivalence use limits in this form.

For the upper bound, `eventually_atTop` extracts the threshold R from the limit. Nothing forces this R to be positive. If it is negative, the interval `[0, R]` is empty and the tail estimate covers every s ≥ 0.

For the divergence, the proof needs one point at which the assumed bound fails, and that point must satisfy s ≥ 0, since the bound is assumed only there. `hlim.eventually_gt_atTop B` says that |F(s)| > B eventually, and `eventually_ge_atTop (0 : ℝ)` says that s ≥ 0 eventually. The call to `.and` joins the two, which amounts to taking the larger threshold, and `.exists` picks a point where both hold. At that point |F(s)| is at most B and also greater than B, a contradiction.
